# An equimolar symmetric regular solution of n ≥ 2 components is locally stable exactly when kT > W/n

For mole fractions $x_1,\dots,x_n$, let the free energy of mixing per particle be

$$G(x)=W\sum_{i<j}x_ix_j+kT\sum_i x_i\log x_i .$$

At $x_i=1/n$, its second derivative along a composition change $v$ with $\sum_i v_i=0$ is

$$(n\,kT-W)\sum_i v_i^2 .$$

A composition is called locally stable here if the second derivative is positive for every nonzero such $v$. For $n\ge2$ the equimolar composition is locally stable in this sense exactly when $kT>W/n$. Here $kT$ is the thermal energy. The parameter $W$ sets the mean-field energy of mixing unlike components and is taken equal for all pairs; positive $W$ favours demixing.

## A reference value for spinodal codes

A code that locates spinodals from second derivatives of $G$ can be checked against this value in the symmetric mean-field model. With more than two components, however, stability at the equimolar point doesn't ensure stability at other compositions. For three components and $W/3<kT<2W/5$ the equimolar mixture is locally stable, while $(2/5,2/5,1/5)$ has negative curvature along $(1,-1,0)$. If $kT>0$ and $kT>W/2$, every composition with positive fractions is locally stable, for any $n$.

## From the pair sum to the curvature

Expanding the square of the total gives

$$\sum_{i<j}x_ix_j=\tfrac12\Big[\Big(\sum_i x_i\Big)^2-\sum_i x_i^2\Big].$$

Set $y_i=x_i+tv_i$. Since $\sum_i v_i=0$, the total is constant along the line, and

$$G(y)=\text{const}+\sum_i\left(kT\,y_i\log y_i-\tfrac W2y_i^2\right).$$

The first derivative in $t$ is $\sum_i(kT\log y_i+kT-Wy_i)v_i$, where the middle term sums to zero. Differentiating again at $t=0$ gives

$$\sum_i\left(\frac{kT}{x_i}-W\right)v_i^2 .$$

Putting $x_i=1/n$ gives the equimolar formula. If $kT>W/n$, it is positive for $v\ne0$. Conversely, $v=(1,-1,0,\dots,0)$ gives $2(n\,kT-W)>0$, hence $kT>W/n$.

For the bound at all compositions, $v_i=-\sum_{j\ne i}v_j$ implies $2|v_i|\le\sum_j|v_j|$. Multiplying by $|v_i|$ and summing, then using Cauchy–Schwarz with $\sum_i x_i=1$, gives

$$2\sum_i v_i^2\le\Big(\sum_i|v_i|\Big)^2\le\sum_i\frac{v_i^2}{x_i}.$$

For $kT>0$ the curvature is therefore at least $(2kT-W)\sum_i v_i^2$, which is positive when $kT>W/2$ and $v\ne0$.

In the ternary example the curvature is $2(5kT/2-W)=5kT-2W$, negative for $kT<2W/5$.

```lean
import Mathlib

open Finset Topology

namespace RegularSolutionSpinodal

noncomputable section

variable {n : ℕ}

/-- The sum of `x i * x j` over all pairs of distinct components `i < j`. -/
def pairSum (x : Fin n → ℝ) : ℝ := ∑ i, ∑ j, if i < j then x i * x j else 0

/-- Free energy of mixing of the symmetric regular solution with interaction parameter `W`
and thermal energy `kT`. -/
def freeEnergy (W kT : ℝ) (x : Fin n → ℝ) : ℝ :=
  W * pairSum x + kT * ∑ i, x i * Real.log (x i)

/-- The free energy along the line through the composition `x` in the direction `v`. -/
def alongLine (W kT : ℝ) (x v : Fin n → ℝ) (t : ℝ) : ℝ :=
  freeEnergy W kT (fun i => x i + t * v i)

/-- The second derivative of the free energy at the composition `x` in the direction `v`. -/
def curvature (W kT : ℝ) (x v : Fin n → ℝ) : ℝ := deriv (deriv (alongLine W kT x v)) 0

/-- The free energy has positive curvature at `x` along every nonzero change of composition
that keeps the sum of the fractions fixed. -/
def LocallyStable (W kT : ℝ) (x : Fin n → ℝ) : Prop :=
  ∀ v : Fin n → ℝ, ∑ i, v i = 0 → v ≠ 0 → 0 < curvature W kT x v

/-- The composition with equal fractions `1/n` of all components. -/
def equimolar (n : ℕ) : Fin n → ℝ := fun _ => 1 / (n : ℝ)

/-- The pair sum is half the difference between the squared total and the sum of squares. -/
theorem pairSum_eq (x : Fin n → ℝ) :
    pairSum x = ((∑ i, x i) ^ 2 - ∑ i, x i ^ 2) / 2 := by
  have hswap : ∑ i, ∑ j, (if j < i then x i * x j else 0) = pairSum x := by
    rw [Finset.sum_comm]
    unfold pairSum
    refine sum_congr rfl fun i _ => sum_congr rfl fun j _ => ?_
    rw [mul_comm (x j) (x i)]
  have hdiag : ∑ i, ∑ j, (if i = j then x i * x j else 0) = ∑ i, x i ^ 2 := by
    simp [sq]
  -- split the full double sum into i < j, j < i and i = j
  have hsq : (∑ i, x i) ^ 2 = pairSum x + ∑ i, ∑ j, (if j < i then x i * x j else 0)
      + ∑ i, ∑ j, (if i = j then x i * x j else 0) := by
    rw [sq, Finset.sum_mul_sum]
    unfold pairSum
    simp only [← Finset.sum_add_distrib]
    refine sum_congr rfl fun i _ => sum_congr rfl fun j _ => ?_
    rcases lt_trichotomy i j with h | h | h
    · simp [h, h.ne, lt_asymm h]
    · subst h
      simp
    · simp [h, h.ne', lt_asymm h]
  rw [hswap, hdiag] at hsq
  linarith

/-- The slope of the free energy along a change of composition `v` with zero sum, at any point
of the line where all fractions are positive. -/
theorem hasDerivAt_alongLine (W kT : ℝ) (x v : Fin n → ℝ) (hv : ∑ i, v i = 0) (t : ℝ)
    (ht : ∀ i, 0 < x i + t * v i) :
    HasDerivAt (alongLine W kT x v)
      (∑ i, (kT * Real.log (x i + t * v i) - W * (x i + t * v i)) * v i) t := by
  -- the total amount is constant along the line, so the energy is a sum of one-component terms
  have hrew : alongLine W kT x v = fun s => W / 2 * (∑ i, x i) ^ 2 +
      ∑ i, (kT * ((x i + s * v i) * Real.log (x i + s * v i))
        - W / 2 * (x i + s * v i) ^ 2) := by
    funext s
    have hs : ∑ i, (x i + s * v i) = ∑ i, x i := by
      rw [Finset.sum_add_distrib, ← Finset.mul_sum, hv]
      ring
    simp only [alongLine, freeEnergy, pairSum_eq, hs, Finset.sum_sub_distrib, ← Finset.mul_sum]
    ring
  have hterm : ∀ i, HasDerivAt (fun s : ℝ => kT * ((x i + s * v i) * Real.log (x i + s * v i))
      - W / 2 * (x i + s * v i) ^ 2)
      ((kT * (Real.log (x i + t * v i) + 1) - W * (x i + t * v i)) * v i) t := by
    intro i
    have hy : HasDerivAt (fun s : ℝ => x i + s * v i) (v i) t :=
      (((hasDerivAt_id' t).mul_const (v i)).const_add (x i)).congr_deriv (one_mul _)
    have hsq : HasDerivAt (fun s : ℝ => (x i + s * v i) ^ 2) (2 * (x i + t * v i) * v i) t :=
      (hy.fun_pow 2).congr_deriv (by norm_num)
    have hlog := hy.fun_mul (hy.log (ht i).ne')
    refine ((hlog.const_mul kT).fun_sub (hsq.const_mul (W / 2))).congr_deriv ?_
    have hc : (x i + t * v i) * (v i / (x i + t * v i)) = v i :=
      mul_div_cancel₀ _ (ht i).ne'
    rw [hc]
    ring
  have h0 : ∑ i, kT * v i = 0 := by rw [← Finset.mul_sum, hv, mul_zero]
  rw [hrew]
  refine ((HasDerivAt.fun_sum (fun i _ => hterm i)).const_add _).congr_deriv ?_
  calc _ = ∑ i, ((kT * Real.log (x i + t * v i) - W * (x i + t * v i)) * v i + kT * v i) :=
        sum_congr rfl fun i _ => by ring
    _ = _ := by rw [Finset.sum_add_distrib, h0, add_zero]

/-- At a composition with positive fractions the slope along a zero-sum `v` is differentiable, with
derivative `∑ (kT / x i - W) * v i ^ 2`. -/
theorem hasDerivAt_slope (W kT : ℝ) (x v : Fin n → ℝ) (hx : ∀ i, 0 < x i)
    (hv : ∑ i, v i = 0) :
    HasDerivAt (deriv (alongLine W kT x v)) (∑ i, (kT / x i - W) * v i ^ 2) 0 := by
  -- all fractions stay positive close to x
  have hev : ∀ᶠ t in 𝓝 (0 : ℝ), ∀ i, 0 < x i + t * v i := by
    rw [Filter.eventually_all]
    intro i
    have hc : ContinuousAt (fun t : ℝ => x i + t * v i) 0 := by fun_prop
    exact continuousAt_const.eventually_lt hc (by simpa using hx i)
  have hterm : ∀ i, HasDerivAt
      (fun t : ℝ => (kT * Real.log (x i + t * v i) - W * (x i + t * v i)) * v i)
      ((kT / x i - W) * v i ^ 2) 0 := by
    intro i
    have hy : HasDerivAt (fun s : ℝ => x i + s * v i) (v i) 0 :=
      (((hasDerivAt_id' (0 : ℝ)).mul_const (v i)).const_add (x i)).congr_deriv (one_mul _)
    have hl := hy.log (by simpa using (hx i).ne')
    refine (((hl.const_mul kT).fun_sub (hy.const_mul W)).mul_const (v i)).congr_deriv ?_
    simp only [zero_mul, add_zero]
    ring
  refine (HasDerivAt.fun_sum (fun i _ => hterm i)).congr_of_eventuallyEq ?_
  filter_upwards [hev] with t ht
  exact (hasDerivAt_alongLine W kT x v hv t ht).deriv

/-- At equal fractions `1/n` the second derivative of the free energy along a zero-sum `v` is `(n kT
- W)` times the squared length of `v`. -/
theorem equimolar_curvature (W kT : ℝ) (v : Fin n → ℝ) (hv : ∑ i, v i = 0) :
    curvature W kT (equimolar n) v = (n * kT - W) * ∑ i, v i ^ 2 := by
  have hx : ∀ i, 0 < equimolar n i := by
    intro i
    have hn : (0 : ℝ) < n := by exact_mod_cast i.pos
    unfold equimolar
    positivity
  unfold curvature
  rw [(hasDerivAt_slope W kT _ v hx hv).deriv, Finset.mul_sum]
  refine sum_congr rfl fun i _ => ?_
  simp only [equimolar, div_div_eq_mul_div, div_one]
  ring

/-- A nonzero change of composition has positive squared length. -/
theorem sum_sq_pos (v : Fin n → ℝ) (hne : v ≠ 0) : 0 < ∑ i, v i ^ 2 := by
  obtain ⟨i, hi⟩ := Function.ne_iff.mp hne
  have hi' : v i ≠ 0 := hi
  exact Finset.sum_pos' (fun _ _ => sq_nonneg _) ⟨i, mem_univ i, by positivity⟩

/-- For two or more components, the equimolar mixture is locally stable exactly when
`kT > W/n`. -/
theorem equimolar_stable_iff (hn : 2 ≤ n) (W kT : ℝ) :
    LocallyStable W kT (equimolar n) ↔ W / n < kT := by
  have hn0 : (0 : ℝ) < n := by exact_mod_cast (by omega : 0 < n)
  rw [div_lt_iff₀ hn0]
  constructor
  · intro h
    -- test the stability by exchanging two components
    let a : Fin n := ⟨0, by omega⟩
    let b : Fin n := ⟨1, by omega⟩
    have hab : a ≠ b := by simp [a, b]
    let v : Fin n → ℝ := fun i => (if i = a then 1 else 0) - (if i = b then 1 else 0)
    have hv : ∑ i, v i = 0 := by simp [v, Finset.sum_sub_distrib]
    have hne : v ≠ 0 := by
      intro h0
      have h1 := congrFun h0 a
      simp [v, hab] at h1
    have hc := h v hv hne
    rw [equimolar_curvature W kT v hv] at hc
    have hp := pos_of_mul_pos_left hc (sum_sq_pos v hne).le
    linarith
  · intro h v hv hne
    rw [equimolar_curvature W kT v hv]
    exact mul_pos (by linarith) (sum_sq_pos v hne)

/-- If `kT` is positive and exceeds `W/2`, every composition with positive fractions is locally
stable, whatever the number of components. -/
theorem stable_of_half_lt (W kT : ℝ) (hT : 0 < kT) (hW : W / 2 < kT) (x : Fin n → ℝ)
    (hx : ∀ i, 0 < x i) (hsum : ∑ i, x i = 1) : LocallyStable W kT x := by
  intro v hv hne
  -- no entry of a zero-sum vector exceeds half of the total absolute change
  have hhalf : ∀ i, 2 * |v i| ≤ ∑ j, |v j| := by
    intro i
    have h1 := Finset.add_sum_erase univ (fun j => v j) (mem_univ i)
    have h2 := Finset.add_sum_erase univ (fun j => |v j|) (mem_univ i)
    have h3 := Finset.abs_sum_le_sum_abs (fun j => v j) (univ.erase i)
    have h4 : v i = -∑ j ∈ univ.erase i, v j := by linarith
    have h5 : |v i| = |∑ j ∈ univ.erase i, v j| := by
      rw [← abs_neg (∑ j ∈ univ.erase i, v j), ← h4]
    linarith
  have hN : 2 * ∑ i, v i ^ 2 ≤ (∑ i, |v i|) ^ 2 := by
    rw [sq (∑ i, |v i|), Finset.mul_sum, Finset.sum_mul]
    refine Finset.sum_le_sum fun i _ => ?_
    have h := mul_le_mul_of_nonneg_left (hhalf i) (abs_nonneg (v i))
    have h' := sq_abs (v i)
    nlinarith
  -- Cauchy-Schwarz with the fractions as weights
  have hQ := Finset.sq_sum_div_le_sum_sq_div univ (fun i => |v i|) (fun i _ => hx i)
  simp only [sq_abs, hsum, div_one] at hQ
  have hsplit : ∑ i, (kT / x i - W) * v i ^ 2
      = kT * ∑ i, v i ^ 2 / x i - W * ∑ i, v i ^ 2 := by
    rw [Finset.mul_sum, Finset.mul_sum, ← Finset.sum_sub_distrib]
    exact sum_congr rfl fun i _ => by ring
  unfold curvature
  rw [(hasDerivAt_slope W kT x v hx hv).deriv, hsplit]
  have h1 := mul_le_mul_of_nonneg_left (hN.trans hQ) hT.le
  have h2 := mul_pos (by linarith : 0 < 2 * kT - W) (sum_sq_pos v hne)
  nlinarith

/-- For three components and `W/3 < kT < 2W/5` the equimolar mixture is locally stable, while
the composition `(2/5, 2/5, 1/5)` has negative curvature along exchange of the first two. -/
theorem ternary_stable_and_unstable (W kT : ℝ) (h1 : W / 3 < kT) (h2 : kT < 2 * W / 5) :
    LocallyStable W kT (equimolar 3) ∧
      curvature W kT ![2 / 5, 2 / 5, 1 / 5] ![1, -1, 0] < 0 := by
  constructor
  · rw [equimolar_stable_iff (by norm_num)]
    exact_mod_cast h1
  · have hx : ∀ i, 0 < (![2 / 5, 2 / 5, 1 / 5] : Fin 3 → ℝ) i := by
      intro i
      fin_cases i <;> norm_num
    have hv : ∑ i, (![1, -1, 0] : Fin 3 → ℝ) i = 0 := by simp [Fin.sum_univ_succ]
    have hc : ∑ i, (kT / (![2 / 5, 2 / 5, 1 / 5] : Fin 3 → ℝ) i - W)
        * (![1, -1, 0] : Fin 3 → ℝ) i ^ 2 = 5 * kT - 2 * W := by
      simp [Fin.sum_univ_succ]
      ring
    unfold curvature
    rw [(hasDerivAt_slope W kT _ _ hx hv).deriv, hc]
    linarith

end

end RegularSolutionSpinodal
```

```lean
#print axioms RegularSolutionSpinodal.equimolar_stable_iff
-- 'RegularSolutionSpinodal.equimolar_stable_iff' depends on axioms: [propext, Classical.choice, Quot.sound]
#print axioms RegularSolutionSpinodal.stable_of_half_lt
-- 'RegularSolutionSpinodal.stable_of_half_lt' depends on axioms: [propext, Classical.choice, Quot.sound]
#print axioms RegularSolutionSpinodal.ternary_stable_and_unstable
-- 'RegularSolutionSpinodal.ternary_stable_and_unstable' depends on axioms: [propext, Classical.choice, Quot.sound]
```

## What the Lean definitions fix

Compositions and changes are functions `Fin n → ℝ`; `W` and `kT` are real numbers, with `kT` a single variable. `curvature` is the second derivative of `alongLine` at zero, and `LocallyStable` requires it to be positive for every nonzero, zero-sum `v`. The squared length is written out as `∑ i, v i ^ 2`.

`equimolar_curvature` and `equimolar_stable_iff` state the opening result, `stable_of_half_lt` the bound for all interior compositions, and `ternary_stable_and_unstable` the example.

## How the proof follows the calculation

`pairSum_eq` splits the double sum into $i<j$, $j<i$ and $i=j$. `hasDerivAt_alongLine` uses it to write the energy as one-component terms and differentiates them. `hasDerivAt_slope` first shows that the fractions stay positive near $t=0$, so the slope formula holds on a neighbourhood and can be differentiated again.

`equimolar_stable_iff` tests the exchange of two components, with `sum_sq_pos` supplying the positive squared length. In `stable_of_half_lt`, `hhalf`, `hN` and `hQ` are the three inequalities above: the first gives the second, which is chained with the third to bound the curvature. The ternary proof evaluates the general curvature formula.

## Range of validity

The theorems concern exact real arithmetic, equal pair interactions and compositions with positive fractions. Positive curvature excludes instability to small composition changes, but not phase separation found by a common-tangent or convex-hull construction. At $kT=W/n$ the equimolar curvature vanishes, so the second derivative doesn't decide whether the equimolar point is a local minimum of $G$ at fixed total.

The condition $n\ge2$ matters. With $n=1$, $W=1$ and $kT=1/2$, there is no nonzero zero-sum change, so `LocallyStable` holds although $kT<W/n$.

The same model can also be treated by eliminating $x_n$ and using the Hessian in the remaining $n-1$ fractions. At the equimolar point that matrix is $(n\,kT-W)(I+J)$, where $I$ is the identity and $J$ has all entries 1. Its eigenvalues depend on this choice of coordinates, but the stability threshold is the same.
